# The sign product selected by a Burgers vector equals $e^{\mathrm{i}B\cdot M}$

Let primitive vectors obey $a_i\cdot b_j = 2\pi\delta_{ij}$, and attach a sign $\delta(n)=\pm1$ to each label $n\in\{0,1\}^d$. Define $\nu_i\in\{0,1\}$ by $(-1)^{\nu_i}=\prod_{n_i=1}\delta(n)$ and put $M=\tfrac12\sum_i\nu_i b_i$. For a Burgers vector $B=\sum_i m_i a_i$ with integer $m_i$ and any reciprocal-lattice vector $G$,
$$s(m):=\prod_{m\cdot n\ \text{odd}}\delta(n)=e^{\mathrm{i}B\cdot M}=e^{\mathrm{i}B\cdot(M+G)},$$
where upright $\mathrm{i}$ is the imaginary unit. Hence $s(m)=-1$ exactly when $B\cdot M=\pi$ modulo $2\pi$. When the $\delta(n)$ are the signs of the occupied bands at the momenta $\tfrac12\sum_i n_i b_i$ of a time-reversal-invariant band insulator of non-interacting spin-½ electrons in $d=3$, this is the condition associated with a protected pair of helical modes on the dislocation line. The signs enter as arbitrary data, with no Hamiltonian behind them, so the theorems concern the lattice arithmetic of the condition and not the existence of bound states.

## Lattice vectors and momenta

The finite type `ι` indexes both the primitive vectors and the Cartesian components, so $d$ is its size. Vectors are `ι → ℝ` with the Euclidean product `⬝ᵥ`.

In Lean 4 with Mathlib:

```lean
import Mathlib

open Finset Matrix Complex

noncomputable section

namespace DislocationHelicalMode

set_option maxHeartbeats 30000

variable {ι : Type*} [Fintype ι] [DecidableEq ι]
```

Duality is a hypothesis. It says that $b_j$ is the reciprocal basis of $a_i$, in the convention where $2\pi$ sits in $b_j$.

```lean
/-- Direct and reciprocal primitive vectors obey `a_i · b_j = 2π δ_ij`. -/
def IsDual (a b : ι → ι → ℝ) : Prop :=
  ∀ i j, a i ⬝ᵥ b j = if i = j then 2 * Real.pi else 0
```

An integer combination gives $B$ as `latVec a m` and $G$ as `latVec b g`. Half of one is needed for momenta.

```lean
/-- The lattice vector `∑ m_i v_i` with integer coefficients `m`. -/
def latVec (v : ι → ι → ℝ) (m : ι → ℤ) : ι → ℝ := ∑ i, (m i : ℝ) • v i

/-- Half a reciprocal-lattice vector, `(1/2) ∑ c_i b_i` with integer `c`. -/
def halfVec (b : ι → ι → ℝ) (c : ι → ℤ) : ι → ℝ := (1 / 2 : ℝ) • latVec b c
```

A label $n$, read as an integer vector, gives the time-reversal-invariant momentum $\Gamma_n=\tfrac12\sum_i n_i b_i$.

```lean
/-- The label `n ∈ {0,1}^d` read as an integer vector. -/
def bits (n : ι → Fin 2) : ι → ℤ := fun i => ((n i : ℕ) : ℤ)

/-- The time-reversal invariant momentum `Γ_n = (1/2) ∑ n_i b_i`. -/
def trim (b : ι → ι → ℝ) (n : ι → Fin 2) : ι → ℝ := halfVec b (bits n)
```

## Signs and weak indices

The signs take values in `ℤˣ`, which is $\{1,-1\}$. Physically $\delta(n)$ stands for the sign that the occupied bands contribute at $\Gamma_n$; with inversion symmetry it is the product of parities, one per occupied Kramers pair. Without inversion symmetry a single sign depends on the gauge of the Bloch states, and for $d=3$ it is the products over planes used below that are physical, provided the gauge is continuous over the Brillouin zone. The labels with $n_i=1$ are the momenta on the plane $a_i\cdot\Gamma_n=\pi$, four of them for $d=3$. Their product $P_i$ fixes $\nu_i$ and then $M$.

```lean
/-- The product of the signs `δ(n)` over all `n` with `n_i = 1`. -/
def planeSign (δ : (ι → Fin 2) → ℤˣ) (i : ι) : ℤˣ :=
  ∏ n ∈ univ.filter (fun n : ι → Fin 2 => n i = 1), δ n

/-- The weak index `ν_i`: `0` if the product of `δ(n)` over `n_i = 1` is `1`, else `1`. -/
def weakIndex (δ : (ι → Fin 2) → ℤˣ) (i : ι) : ℤ := if planeSign δ i = 1 then 0 else 1

/-- The weak-index vector `M = (1/2) ∑ ν_i b_i`. -/
def weakVec (b : ι → ι → ℝ) (δ : (ι → Fin 2) → ℤˣ) : ι → ℝ := halfVec b (weakIndex δ)
```

The product $s(m)$ is defined from $\delta$ and $m$ alone. A pattern with $-1$ at a single label serves the example at the end.

```lean
/-- The dislocation sign: the product of `δ(n)` over all `n` with `m · n` odd. -/
def dislocationSign (δ : (ι → Fin 2) → ℤˣ) (m : ι → ℤ) : ℤˣ :=
  ∏ n ∈ univ.filter (fun n : ι → Fin 2 => Odd (m ⬝ᵥ bits n)), δ n

/-- The sign pattern with `δ = -1` at the label `n₀` and `δ = 1` at all other labels. -/
def invertedAt (n₀ : ι → Fin 2) : (ι → Fin 2) → ℤˣ := fun n => if n = n₀ then -1 else 1
```

Since $P_i=\pm1$, two cases give $(-1)^{\nu_i}=P_i$.

```lean
/-- `(-1)^{ν_i}` is the product of `δ(n)` over `n_i = 1`. -/
theorem neg_one_zpow_weakIndex (δ : (ι → Fin 2) → ℤˣ) (i : ι) :
    (-1 : ℤˣ) ^ weakIndex δ i = planeSign δ i := by
  unfold weakIndex
  rcases Int.units_eq_one_or (planeSign δ i) with h | h
  · rw [if_pos h, h]; exact zpow_zero _
  · have hne : ¬ (-1 : ℤˣ) = 1 := fun e => by
      have e' : (-1 : ℤ) = 1 := congrArg Units.val e
      omega
    rw [h, if_neg hne]; exact zpow_one _
```

## Phases from duality

For real $c_j$, bilinearity and duality collapse the double sum:
$$B\cdot\sum_j c_j b_j=\sum_{i,j} m_i c_j\,2\pi\delta_{ij}=2\pi\sum_i m_i c_i .$$
In the `simp only` call, `Finset.sum_ite_eq'` does the work of the Kronecker delta.

```lean
/-- For `B = ∑ m_i a_i` and real `c`, `B · ∑ c_j b_j = 2π ∑ m_i c_i`. -/
theorem latVec_dot {a b : ι → ι → ℝ} (hab : IsDual a b) (m : ι → ℤ) (c : ι → ℝ) :
    latVec a m ⬝ᵥ (∑ j, c j • b j) = 2 * Real.pi * ∑ i, (m i : ℝ) * c i := by
  have h : ∀ i j, a i ⬝ᵥ b j = if i = j then 2 * Real.pi else 0 := hab
  simp only [latVec, sum_dotProduct, dotProduct_sum, smul_dotProduct, dotProduct_smul, h,
    smul_eq_mul, mul_ite, MulZeroClass.mul_zero, Finset.sum_ite_eq',
    Finset.mem_univ, if_true, Finset.mul_sum]
  exact sum_congr rfl fun i _ => by ring
```

For integer $c$, halving gives $B\cdot\tfrac12\sum_j c_jb_j=\pi\,m\cdot c$.

```lean
/-- A lattice vector dotted with half a reciprocal-lattice vector gives `π m · c`. -/
theorem latVec_dot_halfVec {a b : ι → ι → ℝ} (hab : IsDual a b) (m c : ι → ℤ) :
    latVec a m ⬝ᵥ halfVec b c = Real.pi * ((m ⬝ᵥ c : ℤ) : ℝ) := by
  have h : latVec a m ⬝ᵥ latVec b c = 2 * Real.pi * ∑ i, (m i : ℝ) * (c i : ℝ) :=
    latVec_dot hab m (fun j => (c j : ℝ))
  rw [halfVec, dotProduct_smul, h]
  simp only [dotProduct, smul_eq_mul]
  push_cast
  ring
```

The phase is then $e^{\mathrm{i}\pi\,m\cdot c}=(e^{\mathrm{i}\pi})^{m\cdot c}=(-1)^{m\cdot c}$, which is the rewriting by `exp_pi_mul_I` and `exp_int_mul`.

```lean
/-- The phase `exp(i B · (1/2) ∑ c_j b_j)` equals `(-1)^{m · c}`. -/
theorem phase_halfVec {a b : ι → ι → ℝ} (hab : IsDual a b) (m c : ι → ℤ) :
    exp (I * (latVec a m ⬝ᵥ halfVec b c : ℝ)) = (-1 : ℂ) ^ (m ⬝ᵥ c) := by
  rw [latVec_dot_halfVec hab]
  generalize m ⬝ᵥ c = k
  rw [← exp_pi_mul_I, ← exp_int_mul]
  refine congrArg exp ?_
  push_cast
  ring
```

Taking $c=n$ shows what the parity rule selects: $e^{\mathrm{i}B\cdot\Gamma_n}=-1$ exactly when $m\cdot n$ is odd. So $s(m)$ collects the momenta whose Bloch phase under translation by $B$ is $-1$.

```lean
/-- The phase `exp(i B · Γ_n)` is `-1` exactly when `m · n` is odd. -/
theorem trim_phase {a b : ι → ι → ℝ} (hab : IsDual a b) (m : ι → ℤ) (n : ι → Fin 2) :
    exp (I * (latVec a m ⬝ᵥ trim b n : ℝ)) = -1 ↔ Odd (m ⬝ᵥ bits n) := by
  rw [trim, phase_halfVec hab]
  refine ⟨fun h => ?_, fun h => h.neg_one_zpow⟩
  rcases Int.even_or_odd (m ⬝ᵥ bits n) with he | ho
  · rw [he.neg_one_zpow] at h
    norm_num at h
  · exact ho
```

## Regrouping the product plane by plane

A sign $u$ has $u^k=u$ for odd $k$ and $u^k=1$ for even $k$ (`hodd`), so the restriction on $n$ can be moved into an exponent. With $u^{\sum_i f_i}=\prod_i u^{f_i}$ for integers $f_i$ (`hsum`),
$$s(m)=\prod_n\delta(n)^{m\cdot n}=\prod_n\prod_i\delta(n)^{m_in_i}=\prod_i\prod_n\delta(n)^{m_in_i}=\prod_iP_i^{\,m_i}=\prod_i(-1)^{m_i\nu_i}=(-1)^{m\cdot\nu}.$$
The fourth equality holds because labels with $n_i=0$ contribute $1$ and those with $n_i=1$ contribute $\delta(n)^{m_i}$. The six lines of the `calc` block are these six equalities. No lattice geometry is used.

```lean
/-- The product of `δ(n)` over `m · n` odd equals `(-1)^{m · ν}`. -/
theorem dislocationSign_eq (δ : (ι → Fin 2) → ℤˣ) (m : ι → ℤ) :
    dislocationSign δ m = (-1 : ℤˣ) ^ (m ⬝ᵥ weakIndex δ) := by
  have hsum : ∀ (u : ℤˣ) (f : ι → ℤ) (s : Finset ι),
      u ^ (∑ i ∈ s, f i) = ∏ i ∈ s, u ^ f i := by
    intro u f s
    induction s using Finset.induction_on with
    | empty => simp
    | insert a s ha ih =>
      rw [sum_insert ha, prod_insert ha, ← ih]
      exact _root_.zpow_add u _ _
  -- a sign raised to `k` only sees the parity of `k`
  have hodd : ∀ (u : ℤˣ) (k : ℤ), u ^ k = if Odd k then u else 1 := by
    intro u k
    rcases Int.units_eq_one_or u with rfl | rfl
    · rw [ite_self]; exact _root_.one_zpow k
    · split_ifs with h
      · exact h.neg_one_zpow
      · exact (Int.not_odd_iff_even.1 h).neg_one_zpow
  calc dislocationSign δ m = ∏ n, δ n ^ (m ⬝ᵥ bits n) := by
        rw [dislocationSign, prod_filter]
        exact prod_congr rfl fun n _ => (hodd _ _).symm
    _ = ∏ n, ∏ i, δ n ^ (m i * bits n i) := prod_congr rfl fun n _ => hsum _ _ _
    -- regroup the momenta plane by plane
    _ = ∏ i, ∏ n, δ n ^ (m i * bits n i) := prod_comm
    _ = ∏ i, planeSign δ i ^ m i := by
        refine prod_congr rfl fun i _ => ?_
        rw [planeSign, prod_filter, ← prod_zpow]
        refine prod_congr rfl fun n _ => ?_
        rcases (by decide : ∀ x : Fin 2, x = 0 ∨ x = 1) (n i) with h | h <;> simp [bits, h]
    _ = ∏ i, (-1 : ℤˣ) ^ (m i * weakIndex δ i) := by
        refine prod_congr rfl fun i _ => ?_
        rw [← neg_one_zpow_weakIndex δ i, mul_comm]
        exact (_root_.zpow_mul (-1 : ℤˣ) _ _).symm
    _ = _ := (hsum _ _ _).symm
```

## Shifts that preserve the phase

Shift any vector $M$ by $\sum_j c_jb_j$ with real $c_j$. The exponent changes by $2\pi\mathrm{i}\sum_i m_ic_i$, so for one $B$ the phase is unchanged exactly when $\sum_i m_ic_i$ is an integer (`key`). Choosing $B=a_j$ forces $c_j$ to be an integer. Conversely, integer $c$ makes the sum an integer for every $m$. Invariance for all Burgers vectors therefore holds for reciprocal-lattice shifts and for no other shift of this form.

```lean
/-- Shifting `M` by `∑ c_j b_j` leaves `exp(i B · M)` unchanged for every Burgers vector
exactly when all `c_j` are integers. -/
theorem shift_invariant_iff {a b : ι → ι → ℝ} (hab : IsDual a b) (M c : ι → ℝ) :
    (∀ m : ι → ℤ, exp (I * (latVec a m ⬝ᵥ (M + ∑ j, c j • b j) : ℝ))
      = exp (I * (latVec a m ⬝ᵥ M : ℝ))) ↔ ∀ j, ∃ g : ℤ, c j = g := by
  -- for one `B` the phase is unchanged iff `m · c` is an integer
  have key : ∀ m : ι → ℤ, exp (I * (latVec a m ⬝ᵥ (M + ∑ j, c j • b j) : ℝ))
      = exp (I * (latVec a m ⬝ᵥ M : ℝ)) ↔ ∃ n : ℤ, ∑ i, (m i : ℝ) * c i = n := by
    intro m
    rw [dotProduct_add, latVec_dot hab, exp_eq_exp_iff_exists_int]
    generalize ∑ i, (m i : ℝ) * c i = S
    generalize latVec a m ⬝ᵥ M = x
    refine exists_congr fun n => ⟨fun h => ?_, fun h => ?_⟩
    · have h2 : (2 * Real.pi * I : ℂ) * (S : ℂ) = (2 * Real.pi * I : ℂ) * (n : ℂ) := by
        push_cast at h
        linear_combination h
      exact_mod_cast mul_left_cancel₀ two_pi_I_ne_zero h2
    · rw [h]
      push_cast
      ring
  constructor
  · intro h j
    obtain ⟨n, hn⟩ := (key fun i => if i = j then 1 else 0).1 (h _)
    exact ⟨n, by simpa using hn⟩
  · intro h m
    choose g hg using h
    exact (key m).2 ⟨∑ i, m i * g i, by simp [hg]⟩
```

## The identity and the condition $B\cdot M=\pi$

With $c=\nu$ the phase $e^{\mathrm{i}B\cdot M}$ is $(-1)^{m\cdot\nu}$, which is also $s(m)$. The split into even and odd $m\cdot\nu$ matches the power in `ℤˣ` with the power in `ℂ`. The theorem reads: for dual $a,b$, any $\delta$ and any integer $m$, the sign viewed as a complex number equals $e^{\mathrm{i}B\cdot M}$, and equals $e^{\mathrm{i}B\cdot(M+G)}$ for every integer vector `g` defining $G$.

```lean
/-- The product of `δ(n)` over `m · n` odd equals `exp(i B · M)` for `B = ∑ m_i a_i`, and
also `exp(i B · (M + G))` for every reciprocal-lattice vector `G`. -/
theorem dislocationSign_eq_phase {a b : ι → ι → ℝ} (hab : IsDual a b)
    (δ : (ι → Fin 2) → ℤˣ) (m : ι → ℤ) :
    ((dislocationSign δ m : ℤ) : ℂ) = exp (I * (latVec a m ⬝ᵥ weakVec b δ : ℝ)) ∧
    ∀ g : ι → ℤ, ((dislocationSign δ m : ℤ) : ℂ)
      = exp (I * (latVec a m ⬝ᵥ (weakVec b δ + latVec b g) : ℝ)) := by
  have h : ((dislocationSign δ m : ℤ) : ℂ) = exp (I * (latVec a m ⬝ᵥ weakVec b δ : ℝ)) := by
    rw [weakVec, phase_halfVec hab, dislocationSign_eq]
    generalize m ⬝ᵥ weakIndex δ = k
    rcases Int.even_or_odd k with hk | hk
    · have h1 : (-1 : ℤˣ) ^ k = 1 := hk.neg_one_zpow
      have h2 : (-1 : ℂ) ^ k = 1 := hk.neg_one_zpow
      rw [h1, h2]; simp
    · have h1 : (-1 : ℤˣ) ^ k = -1 := hk.neg_one_zpow
      have h2 : (-1 : ℂ) ^ k = -1 := hk.neg_one_zpow
      rw [h1, h2]; simp
  refine ⟨h, fun g => h.trans ?_⟩
  exact ((shift_invariant_iff hab (weakVec b δ) (fun j => (g j : ℝ))).2
    (fun j => ⟨g j, rfl⟩) m).symm
```

Since $B\cdot M=\pi\,m\cdot\nu$, the sign is $-1$ when $m\cdot\nu=2k+1$ for an integer $k$, that is $B\cdot M=\pi+2\pi k$, and cancelling $\pi$ reverses the step. The name `helical_mode_criterion` refers to the physical reading; the statement is an equivalence between a sign and a congruence.

```lean
/-- The dislocation sign is `-1` exactly when `B · M = π` modulo `2π`. -/
theorem helical_mode_criterion {a b : ι → ι → ℝ} (hab : IsDual a b)
    (δ : (ι → Fin 2) → ℤˣ) (m : ι → ℤ) :
    dislocationSign δ m = -1 ↔
      ∃ k : ℤ, latVec a m ⬝ᵥ weakVec b δ = Real.pi + 2 * Real.pi * k := by
  rw [dislocationSign_eq, weakVec, latVec_dot_halfVec hab]
  generalize m ⬝ᵥ weakIndex δ = k
  constructor
  · intro h
    rcases Int.even_or_odd k with hk | ⟨r, rfl⟩
    · have h1 : (-1 : ℤˣ) ^ k = 1 := hk.neg_one_zpow
      rw [h1] at h
      have e' : (1 : ℤ) = -1 := congrArg Units.val h
      omega
    · exact ⟨r, by push_cast; ring⟩
  · rintro ⟨r, hr⟩
    have h : (k : ℝ) = 2 * r + 1 := mul_left_cancel₀ Real.pi_ne_zero (by linear_combination hr)
    exact Odd.neg_one_zpow ⟨r, by exact_mod_cast h⟩
```

## A face-centred cubic example

Indices run over $0,1,2$. Take $a_0=(0,1,1)$, $a_1=(1,0,1)$, $a_2=(1,1,0)$, a cubic cell of edge $2$, and $b_0=\pi(-1,1,1)$, $b_1=\pi(1,-1,1)$, $b_2=\pi(1,1,-1)$. Nine dot products confirm duality. With $\delta=-1$ only at $n=(1,1,1)$ and $m=(1,0,0)$, so $B=a_0$, that label has $m\cdot n=1$ and supplies the single nontrivial factor (`gen`), giving $s=-1$. The example tests the arithmetic on this lattice. Its sign pattern has $\nu=(1,1,1)$ and so $M=\tfrac{\pi}{2}(1,1,1)$. Cubic rotations carry this $M$ to three other momenta that are not equivalent to it modulo reciprocal-lattice vectors, so the pattern cannot belong to an insulator with full cubic symmetry.

```lean
/-- Face-centred cubic vectors and their body-centred reciprocal vectors are dual, and with
`δ = -1` only at `n = (1,1,1)` the choice `m = (1,0,0)` has dislocation sign `-1`. -/
theorem fcc_witness :
    IsDual ![![0, 1, 1], ![1, 0, 1], ![1, 1, 0]]
      ![![-Real.pi, Real.pi, Real.pi], ![Real.pi, -Real.pi, Real.pi],
        ![Real.pi, Real.pi, -Real.pi]] ∧
    dislocationSign (invertedAt (fun _ : Fin 3 => (1 : Fin 2))) ![1, 0, 0] = -1 := by
  -- only the factor at the inverted label differs from one
  have gen : ∀ (κ : Type) [Fintype κ] [DecidableEq κ] (n₀ : κ → Fin 2) (m : κ → ℤ),
      Odd (m ⬝ᵥ bits n₀) → dislocationSign (invertedAt n₀) m = -1 := by
    intro κ _ _ n₀ m hm
    have hmem : n₀ ∈ univ.filter (fun n : κ → Fin 2 => Odd (m ⬝ᵥ bits n)) :=
      mem_filter.2 ⟨mem_univ _, hm⟩
    rw [dislocationSign, prod_eq_single_of_mem n₀ hmem]
    · exact if_pos rfl
    · intro n _ hn
      exact if_neg hn
  constructor
  · intro i j
    fin_cases i <;> fin_cases j <;> simp [dotProduct, Fin.sum_univ_three] <;> ring
  · have h1 : (![1, 0, 0] : Fin 3 → ℤ) ⬝ᵥ bits (fun _ : Fin 3 => (1 : Fin 2)) = 1 := by
      simp [dotProduct, Fin.sum_univ_three, bits]
    apply gen
    rw [h1]
    exact odd_one

end DislocationHelicalMode
```

```lean
#print axioms DislocationHelicalMode.trim_phase
-- 'DislocationHelicalMode.trim_phase' depends on axioms: [propext, Classical.choice, Quot.sound]
#print axioms DislocationHelicalMode.dislocationSign_eq_phase
-- 'DislocationHelicalMode.dislocationSign_eq_phase' depends on axioms: [propext, Classical.choice, Quot.sound]
#print axioms DislocationHelicalMode.helical_mode_criterion
-- 'DislocationHelicalMode.helical_mode_criterion' depends on axioms: [propext, Classical.choice, Quot.sound]
```

## One dimension, and adding Burgers vectors

What follows is read off from the formulas above and is not stated as a theorem in the file. The case $d=1$ is arithmetic only, since a chain has no dislocations. There are two labels, and $ab=2\pi$. Then $(-1)^\nu=\delta(1)$, $M=\nu b/2$, and $s(m)=\delta(1)^m=e^{\mathrm{i}\pi m\nu}$. The sign at $n=0$ does not enter, in this or any dimension, because $m\cdot 0$ is even.

The form $s(m)=(-1)^{m\cdot\nu}$ also gives $s(m+m')=s(m)\,s(m')$ and $s(2m)=1$. The sign depends only on $m$ modulo $2$, and two Burgers vectors with sign $-1$ add to one with sign $+1$.
